# When ω(sq) = sω(q), the component of the group velocity along q is the phase speed

Suppose you have computed an acoustic branch of an anisotropic crystal and need its group velocity $v=\nabla\omega$, the velocity with which a wave packet travels. A cheap check on the numerical gradient is to project it onto the wavevector and compare with the phase speed:

`residual = v @ q / norm(q) - omega / norm(q)`

If the branch is differentiable at $q\neq0$ and obeys $\omega(sq)=s\,\omega(q)$ for $s>0$, as ordinary sound does in the long-wave limit, the residual should vanish up to numerical error. At small but finite $q$ on a lattice, the bending of the branch also contributes to it. The check sees only the component of $v$ along $q$: an error perpendicular to $q$ goes unnoticed.

```lean
import Mathlib

open Filter Topology
open scoped InnerProductSpace

namespace LongWaveGroupVelocity

noncomputable section

variable {E : Type*} [NormedAddCommGroup E] [InnerProductSpace ℝ E]
```

`E` is the space of wavevectors: any real inner product space, including Euclidean $\mathbb R^n$. Lean writes $\langle x,y\rangle$ as `⟪x, y⟫_ℝ`.

```lean
/-- The long-wave scaling law: stretching the wavevector by a factor `s > 0`
multiplies the frequency by `s`. -/
def IsAcoustic (ω : E → ℝ) : Prop :=
  ∀ s : ℝ, 0 < s → ∀ q : E, ω (s • q) = s * ω q
```

`IsAcoustic ω` is the scaling law. It fixes how $\omega$ grows along each ray but leaves its dependence on direction free. It stands for sound-like dispersion, before the lattice spacing bends the branch.

```lean
/-- For a wavevector `q ≠ 0`, `c` is the phase speed if a point that moves from the origin
with speed `c` along the direction of `q` always sees the phase `⟪q, x⟫ - ω t = 0`. -/
def IsPhaseSpeed (ω : E → ℝ) (q : E) (c : ℝ) : Prop :=
  ∀ t : ℝ, ⟪q, (c * t) • (‖q‖⁻¹ • q)⟫_ℝ - ω q * t = 0
```

The phase speed is defined by what it means. A point at $x=ct\,q/\|q\|$ must see $\langle q,x\rangle-\omega(q)t=0$ at all times. The number $c$ carries the sign of $\omega(q)$.

```lean
/-- The frequency `√⟪q, A q⟫` of a scalar elastic wave with stiffness operator `A`
(per unit density), for wavevectors with `⟪q, A q⟫ ≥ 0`. -/
def elasticFrequency (A : E →L[ℝ] E) (q : E) : ℝ :=
  √⟪q, A q⟫_ℝ
```

This is a concrete model, $\omega(q)=\sqrt{\langle q,Aq\rangle}$, for one scalar displacement field. The operator $A$ is stiffness divided by density.

```lean
/-- For a nonzero wavevector the phase speed is frequency divided by wavenumber. -/
theorem isPhaseSpeed_iff {ω : E → ℝ} {q : E} (hq : q ≠ 0) (c : ℝ) :
    IsPhaseSpeed ω q c ↔ c = ω q / ‖q‖ := by
  have hn : ‖q‖ ≠ 0 := norm_ne_zero_iff.mpr hq
  have key : ∀ t : ℝ, ⟪q, (c * t) • (‖q‖⁻¹ • q)⟫_ℝ = c * t * ‖q‖ := by
    intro t
    rw [real_inner_smul_right, real_inner_smul_right, real_inner_self_eq_norm_sq]
    field_simp
  simp only [IsPhaseSpeed, key]
  rw [eq_div_iff hn]
  constructor
  · intro h
    have h1 := h 1
    linarith
  · intro h t
    linear_combination t * h
```

Since $\langle q,ct\,q/\|q\|\rangle=ct\|q\|$, the phase condition reads $(c\|q\|-\omega(q))\,t=0$ for every $t$. Setting $t=1$ gives $c=\omega(q)/\|q\|$; multiplying back by $t$ gives the converse.

```lean
variable [CompleteSpace E]

/-- Along a differentiable curve of wavevectors the frequency changes at the rate
`⟪v, w⟫`, with `v` the group velocity and `w` the tangent of the curve. -/
theorem frequency_along_curve {ω : E → ℝ} {v q w : E} {γ : ℝ → E} {t : ℝ}
    (hv : HasGradientAt ω v q) (hγq : γ t = q) (hγ : HasDerivAt γ w t) :
    HasDerivAt (fun τ => ω (γ τ)) ⟪v, w⟫_ℝ t := by
  subst hγq
  have h := hv.hasFDerivAt.comp_hasDerivAt t hγ
  simpa [Function.comp_def] using h
```

`HasGradientAt ω v q` says that $\omega(q+h)=\omega(q)+\langle v,h\rangle+o(\|h\|)$. The gradient requires `E` to be complete, which is automatic in finite dimension. If a curve passes through $q$ with tangent $w$, the chain rule gives
$$\frac{d}{d\tau}\,\omega(\gamma(\tau))\Big|_{\tau=t}=\langle v,w\rangle .$$

```lean
/-- Euler's relation: under the long-wave scaling law, the group velocity `v` at `q`
satisfies `⟪v, q⟫ = ω q`. -/
theorem euler_relation {ω : E → ℝ} {v q : E} (hω : IsAcoustic ω)
    (hv : HasGradientAt ω v q) : ⟪v, q⟫_ℝ = ω q := by
  -- differentiate the frequency along the ray through `q` in two ways
  have hray : HasDerivAt (fun s : ℝ => s • q) q 1 := by
    simpa using (hasDerivAt_id (1 : ℝ)).smul_const q
  have h1 := frequency_along_curve hv (one_smul ℝ q) hray
  have h2 : HasDerivAt (fun s : ℝ => s * ω q) (ω q) 1 := by
    simpa using (hasDerivAt_id (1 : ℝ)).mul_const (ω q)
  have h3 : (fun s : ℝ => ω (s • q)) =ᶠ[𝓝 1] fun s => s * ω q := by
    filter_upwards [lt_mem_nhds (zero_lt_one : (0 : ℝ) < 1)] with s hs
    exact hω s hs q
  exact h1.unique (h2.congr_of_eventuallyEq h3)
```

Take the ray $s\mapsto sq$, whose tangent is $q$. At $s=1$ the chain rule gives $\omega(sq)$ the derivative $\langle v,q\rangle$. The scaling law says that the same function is $s\,\omega(q)$, with derivative $\omega(q)$. Hence $\langle v,q\rangle=\omega(q)$.

The proof turns on `HasDerivAt.unique`. In Lean, `HasDerivAt f a x` is the statement that $f$ has derivative $a$ at $x$, and `unique` says that two such values must agree. The scaling law covers only $s>0$, so the two functions are not known to agree on the whole line. They do agree near $s=1$, and that is enough: `congr_of_eventuallyEq` carries a derivative between functions that agree near the point.

```lean
/-- Long waves at `q ≠ 0` with group velocity `v` and phase speed `c`: the component of `v`
along `q` is `c`, the group speed is at least `|c|`, and `v` is orthogonal to the tangent at `q`
of every differentiable curve on which the frequency is constant near `q`. -/
theorem group_velocity_of_long_waves {ω : E → ℝ} {v q : E} {c : ℝ} (hω : IsAcoustic ω)
    (hq : q ≠ 0) (hv : HasGradientAt ω v q) (hc : IsPhaseSpeed ω q c) :
    ⟪v, q⟫_ℝ / ‖q‖ = c ∧ |c| ≤ ‖v‖ ∧
      ∀ (γ : ℝ → E) (w : E) (t₀ : ℝ), γ t₀ = q → HasDerivAt γ w t₀ →
        (∀ᶠ t in 𝓝 t₀, ω (γ t) = ω q) → ⟪v, w⟫_ℝ = 0 := by
  have hn : 0 < ‖q‖ := norm_pos_iff.mpr hq
  have h1 : ⟪v, q⟫_ℝ / ‖q‖ = c := by
    rw [euler_relation hω hv, (isPhaseSpeed_iff hq c).mp hc]
  refine ⟨h1, ?_, ?_⟩
  · -- Cauchy-Schwarz
    rw [← h1, abs_div, abs_norm, div_le_iff₀ hn]
    exact abs_real_inner_le_norm v q
  · intro γ w t₀ h0 hγ hconst
    have h2 := frequency_along_curve hv h0 hγ
    exact h2.unique ((hasDerivAt_const t₀ (ω q)).congr_of_eventuallyEq hconst)
```

The hypotheses are the scaling law, $q\neq0$, a gradient $v$ at $q$, and a phase speed $c$. There are three conclusions.

- Dividing Euler's relation by $\|q\|$ gives $\langle v,q\rangle/\|q\|=\omega(q)/\|q\|=c$.
- Cauchy–Schwarz gives $|c|=|\langle v,q\rangle|/\|q\|\le\|v\|$.
- If $\omega(\gamma(t))=\omega(q)$ for $t$ near $t_0$, its derivative there is both $0$ and $\langle v,w\rangle$, so $v\perp w$. This part does not use the scaling law.

The gradient is assumed, so points where branches touch and differentiability fails are not covered.

```lean
/-- For long waves at `q ≠ 0`, the group speed equals the magnitude of the phase speed `c`
exactly when the group velocity is `c` times the unit vector along `q`. -/
theorem group_speed_eq_phase_speed_iff {ω : E → ℝ} {v q : E} {c : ℝ} (hω : IsAcoustic ω)
    (hq : q ≠ 0) (hv : HasGradientAt ω v q) (hc : IsPhaseSpeed ω q c) :
    |c| = ‖v‖ ↔ v = c • (‖q‖⁻¹ • q) := by
  have hn : ‖q‖ ≠ 0 := norm_ne_zero_iff.mpr hq
  have hu : ‖‖q‖⁻¹ • q‖ = 1 := by
    rw [norm_smul, norm_inv, norm_norm, inv_mul_cancel₀ hn]
  have hvu : ⟪v, ‖q‖⁻¹ • q⟫_ℝ = c := by
    rw [real_inner_smul_right, ← (group_velocity_of_long_waves hω hq hv hc).1]
    ring
  constructor
  · intro h
    -- the part of `v` transverse to `q` has squared length `‖v‖ ^ 2 - c ^ 2`
    have h2 : ‖v - c • (‖q‖⁻¹ • q)‖ ^ 2 = 0 := by
      rw [norm_sub_sq_real, real_inner_smul_right, hvu, norm_smul, hu, Real.norm_eq_abs,
        mul_one, sq_abs, ← h, sq_abs]
      ring
    exact sub_eq_zero.mp (norm_eq_zero.mp (pow_eq_zero_iff (two_ne_zero)|>.mp h2))
  · intro h
    rw [h, norm_smul, hu, Real.norm_eq_abs, mul_one]
```

Write $n=q/\|q\|$. Since $\langle v,n\rangle=c$,
$$\|v-cn\|^2=\|v\|^2-2c\langle v,n\rangle+c^2=\|v\|^2-c^2 .$$
If $|c|=\|v\|$, this vanishes and $v=cn$. Conversely, $v=cn$ gives $\|v\|=|c|$. Any transverse component makes the packet faster than the phase.

```lean
/-- Under the long-wave scaling law, the group velocity at `q` is also the group velocity
at `s q` for every `s > 0`. -/
theorem group_velocity_const_on_ray {ω : E → ℝ} {v q : E} {s : ℝ} (hω : IsAcoustic ω)
    (hs : 0 < s) (hv : HasGradientAt ω v q) : HasGradientAt ω v (s • q) := by
  let L : E →L[ℝ] E := s⁻¹ • ContinuousLinearMap.id ℝ E
  have hL : L (s • q) = q := by simp [L, smul_smul, hs.ne']
  have h1 : HasFDerivAt ω (InnerProductSpace.toDual ℝ E v) (L (s • q)) := by
    rw [hL]
    exact hv.hasFDerivAt
  have h2 := (h1.comp (s • q) L.hasFDerivAt).const_smul s
  rw [hasGradientAt_iff_hasFDerivAt]
  have h3 : HasFDerivAt (s • ω ∘ ⇑L) (InnerProductSpace.toDual ℝ E v) (s • q) := by
    refine h2.congr_fderiv (ContinuousLinearMap.ext fun x => ?_)
    simp [L, hs.ne']
  refine h3.congr_of_eventuallyEq (Eventually.of_forall fun x => ?_)
  change ω x = s * ω (s⁻¹ • x)
  rw [hω s⁻¹ (inv_pos.mpr hs) x, mul_inv_cancel_left₀ hs.ne']
```

Write $\omega(x)=s\,\omega(x/s)$ and differentiate at $x=sq$. The outer factor $s$ cancels the inner $1/s$, leaving the gradient $v$ at $q$. In the scaling regime, one wavevector per direction therefore suffices for a map of group velocities.

```lean
/-- For a frequency that vanishes at `q = 0` and has group velocity `V q` at each `q ≠ 0`,
the long-wave scaling law holds exactly when `⟪V q, q⟫ = ω q` for all `q ≠ 0`. -/
theorem isAcoustic_iff_euler {ω : E → ℝ} {V : E → E} (h0 : ω 0 = 0)
    (hV : ∀ q, q ≠ 0 → HasGradientAt ω (V q) q) :
    IsAcoustic ω ↔ ∀ q, q ≠ 0 → ⟪V q, q⟫_ℝ = ω q := by
  refine ⟨fun hω q hq => euler_relation hω (hV q hq), fun h s hs q => ?_⟩
  by_cases hq : q = 0
  · simp [hq, h0]
  -- on the ray `exp t • q` the ratio of frequency to wavenumber is stationary
  have hd : ∀ t : ℝ, HasDerivAt (fun t => Real.exp (-t) * ω (Real.exp t • q)) 0 t := by
    intro t
    have hne : Real.exp t • q ≠ 0 := smul_ne_zero (Real.exp_ne_zero t) hq
    have h1 := frequency_along_curve (hV _ hne) rfl ((Real.hasDerivAt_exp t).smul_const q)
    have h2 : HasDerivAt (fun t : ℝ => Real.exp (-t)) (-Real.exp (-t)) t := by
      simpa using (hasDerivAt_neg t).exp
    refine (h2.fun_mul h1).congr_deriv ?_
    rw [h _ hne]
    ring
  have h3 := is_const_of_deriv_eq_zero (fun t => (hd t).differentiableAt)
    (fun t => (hd t).deriv) (Real.log s) 0
  simp only [Real.exp_neg, Real.exp_log hs, Real.exp_zero, inv_one, one_mul, one_smul] at h3
  rw [← h3, mul_inv_cancel_left₀ hs.ne']
```

Euler's relation also implies the scaling law, given $\omega(0)=0$ and a gradient $V(q)$ at every $q\ne0$. Let $f(t)=e^{-t}\omega(e^tq)$. Then
$$f'(t)=e^{-t}\big(\langle V(e^tq),e^tq\rangle-\omega(e^tq)\big)=0 ,$$
so $f(\ln s)=f(0)$, which is $\omega(sq)=s\,\omega(q)$. The case $q=0$ follows from $\omega(0)=0$.

```lean
/-- A scalar elastic wave with symmetric stiffness operator `A` obeys the long-wave scaling law,
and its group velocity is `A q / ω` at each wavevector with `⟪q, A q⟫ > 0`. -/
theorem elastic_wave (A : E →L[ℝ] E) (hA : ∀ x y, ⟪A x, y⟫_ℝ = ⟪x, A y⟫_ℝ) :
    IsAcoustic (elasticFrequency A) ∧ ∀ q, 0 < ⟪q, A q⟫_ℝ →
      HasGradientAt (elasticFrequency A) ((elasticFrequency A q)⁻¹ • A q) q := by
  constructor
  · intro s hs q
    unfold elasticFrequency
    rw [map_smul, real_inner_smul_left, real_inner_smul_right, ← mul_assoc, ← sq,
      Real.sqrt_mul (sq_nonneg s), Real.sqrt_sq hs.le]
  · intro q hq
    have h := ((hasFDerivAt_id q).inner ℝ A.hasFDerivAt).sqrt hq.ne'
    rw [hasGradientAt_iff_hasFDerivAt]
    refine h.congr_fderiv (ContinuousLinearMap.ext fun x => ?_)
    -- symmetry of `A` makes the two terms of the product rule equal
    have e1 : ⟪q, A x⟫_ℝ = ⟪A q, x⟫_ℝ := (hA q x).symm
    have e2 : ⟪x, A q⟫_ℝ = ⟪A q, x⟫_ℝ := real_inner_comm (A q) x
    simp [elasticFrequency, fderivInnerCLM_apply, e1, e2]
    ring

end

end LongWaveGroupVelocity
```

Scaling follows from $\sqrt{s^2\langle q,Aq\rangle}=s\sqrt{\langle q,Aq\rangle}$. For the gradient, symmetry of $A$ makes the first-order change of $\langle q,Aq\rangle$ under $q\to q+h$ equal to
$$\langle h,Aq\rangle+\langle q,Ah\rangle=2\langle Aq,h\rangle .$$
The square root divides this by $2\omega$, so $v=Aq/\omega$ wherever $\langle q,Aq\rangle>0$. The packet moves along $Aq$, which is parallel to $q$ only when $q$ is an eigenvector of $A$. The coupled polarisations of a real crystal are not part of this example.

```lean
#print axioms LongWaveGroupVelocity.group_speed_eq_phase_speed_iff
-- 'LongWaveGroupVelocity.group_speed_eq_phase_speed_iff' depends on axioms: [propext, Classical.choice, Quot.sound]
#print axioms LongWaveGroupVelocity.group_velocity_const_on_ray
-- 'LongWaveGroupVelocity.group_velocity_const_on_ray' depends on axioms: [propext, Classical.choice, Quot.sound]
#print axioms LongWaveGroupVelocity.isAcoustic_iff_euler
-- 'LongWaveGroupVelocity.isAcoustic_iff_euler' depends on axioms: [propext, Classical.choice, Quot.sound]
#print axioms LongWaveGroupVelocity.elastic_wave
-- 'LongWaveGroupVelocity.elastic_wave' depends on axioms: [propext, Classical.choice, Quot.sound]
```
